# The Taylor series of the Hubbard dimer's ring frequency diverges for U > t, where the frequency itself is finite

Take the half-filled Hubbard dimer with hopping \(t>0\) and on-site repulsion \(U=2t\), and compute its ring (direct RPA) excitation frequency order by order in \(U\). The partial sums are

\[
2t,\quad 4t,\quad 3t,\quad 4t,\quad 2.75t,\quad 4.5t,\quad 1.875t,\quad 6t,\ \dots
\]

The frequency being expanded is about \(3.46t\). Higher orders do not help: the oscillation grows without bound, although the ring frequency is a smooth function of \(U\) at this coupling.

For \(t>0\), the ring frequency is

\[
\Omega(U)=\sqrt{4t^2+4tU}.
\]

Its Taylor series about \(U=0\) sums to \(\Omega(U)\) when \(|U|<t\), and its partial sums have no limit when \(|U|>t\). For \(U>t\), \(\Omega(U)\) is still a positive eigenvalue of the ring response matrix. In *GW* the ring-screened interaction has its poles at such frequencies, so in this two-site model an expansion of the pole position in the bare interaction fails at couplings where the resummed form is well defined.

## From the response matrix to the radius of convergence

The bonding and antibonding orbitals are separated by \(2t\). The spin-summed direct interaction between the transition and itself is \(U\), which gives

\[
M=\begin{pmatrix}2t+U & U\\ -U & -(2t+U)\end{pmatrix},
\]
\[
\det(M-w)=w^2-(2t+U)^2+U^2=w^2-(4t^2+4tU).
\]

For \(U\ge -t\) the non-negative root is \(\Omega(U)\). For \(U<-t\) there is no real root: a sufficiently strong attraction makes the ring response unstable.

Since \(\Omega^2=4t(t+U)\), differentiation gives, for \(U>-t\),

\[
\Omega'=\frac{2t}{\Omega}=\frac{\Omega}{2(t+U)}.
\]

Write \(p_n=\prod_{k=0}^{n-1}(\tfrac12-k)\), with \(p_0=1\). If \(\Omega^{(n)}=p_n\,\Omega/(t+U)^n\), one more derivative gives

\[
\Omega^{(n+1)}=p_n\left(\tfrac12-n\right)\frac{\Omega}{(t+U)^{n+1}}
=p_{n+1}\frac{\Omega}{(t+U)^{n+1}},
\]

so the formula holds for all \(n\) by induction. With \(\Omega(0)=2t\), the Taylor terms and their ratio are

\[
a_n=2t\,\frac{p_n}{n!}\left(\frac Ut\right)^n,\qquad
a_{n+1}=a_n\,\frac{\frac12-n}{n+1}\,\frac Ut .
\]

**Inside the radius.** The ratio shows that the series converges for \(|U|<t\), but not what it converges to. For that, continue the frequency to complex coupling \(z\):

\[
\Omega(z)=\exp\!\left(\tfrac12\log\big(4t(t+z)\big)\right).
\]

In the disc \(|z|<t\) the real part of \(t+z\) is positive, so the logarithm is analytic. A function analytic in a disc is the sum of its Taylor series there. On the real axis the continuation equals \(\Omega(U)\), and its derivatives at zero are those found above.

**Outside the radius.** Let \(|U|>t\). For \(n\ge1\), \(|a_{n+1}|\ge|a_n|\) holds exactly when \((n-\tfrac12)|U|\ge(n+1)t\), that is, when

\[
n\ge\frac{t+|U|/2}{|U|-t}.
\]

No term vanishes, because \(\tfrac12-n\) is never zero and \(U\ne0\). From some order on, the terms therefore stay above a fixed positive size. Convergent partial sums would force them to zero, so the partial sums have no limit.

The obstruction sits at \(U=-t\), where the frequency softens to zero and the square root has its branch point. A singularity at attractive coupling thus limits the expansion at repulsive coupling.

### The exact energy, by the same ratio

The exact half-filled ground-state energy is \(E=(U-\sqrt{U^2+16t^2})/2\). Its square root is \(4t\sqrt{1+x}\) with \(x=U^2/(16t^2)\), which has the same binomial coefficients \(p_n/n!\). The ratio argument then gives convergence for \(|U|<4t\) and divergence for \(|U|>4t\), a radius four times that of the ring frequency. This comparison rests on the derivation just given; the Lean code below treats only the ring frequency.

## The matrix, the frequency and the Taylor terms in Lean

```lean
import Mathlib

open Filter Topology Finset

namespace HubbardDimerRingSeries

noncomputable section
```

The response matrix is a definition over the reals, taken as the model and not derived from the Hubbard Hamiltonian. It keeps the direct interaction and omits exchange.

```lean
/-- The ring response matrix of the half-filled Hubbard dimer, with bare excitation
energy `2t` and ring coupling `U`. -/
def ringMatrix (t U : ℝ) : Matrix (Fin 2) (Fin 2) ℝ :=
  !![2 * t + U, U; -U, -(2 * t + U)]
```

The frequency is a real square root.

```lean
/-- The resummed ring frequency `sqrt (4t² + 4tU)`, for `4t² + 4tU ≥ 0`. -/
def ringFreq (t U : ℝ) : ℝ := √(4 * t ^ 2 + 4 * t * U)
```

The term \(a_n\) is built from the actual \(n\)-th derivative at zero, `iteratedDeriv n (ringFreq t) 0`, so the series is the Taylor series by definition and its coefficients have to be computed.

```lean
/-- The term of order `n` in the Taylor series of the ring frequency about `U = 0`. -/
def ringTerm (t U : ℝ) (n : ℕ) : ℝ :=
  iteratedDeriv n (ringFreq t) 0 / (n.factorial : ℝ) * U ^ n
```

The complex continuation serves only the convergence proof.

```lean
/-- The ring frequency continued to complex coupling `z`, for `t > 0` and `Re z > -t`. -/
def ringFreqC (t : ℝ) (z : ℂ) : ℂ :=
  Complex.exp (Complex.log (((4 * t : ℝ) : ℂ) * ((t : ℂ) + z)) * (1 / 2))
```

## The frequency as an eigenvalue

The determinant is expanded for arbitrary real `t`, `U` and `w`.

```lean
/-- The characteristic determinant of the ring response matrix is `w² - (4t² + 4tU)`. -/
theorem ring_det (t U w : ℝ) :
    (ringMatrix t U - w • (1 : Matrix (Fin 2) (Fin 2) ℝ)).det
      = w ^ 2 - (4 * t ^ 2 + 4 * t * U) := by
  simp [ringMatrix, Matrix.det_fin_two]
  ring
```

An eigenvalue is expressed as a zero of \(\det(M-w)\). The next theorem says that, for \(t>0\), \(U\ge-t\) and \(w\ge0\), such a zero is the same thing as \(w=\Omega(U)\). One direction takes the square root of \(w^2\), the other squares \(\Omega\).

```lean
/-- For `t > 0` and `U ≥ -t`, the only non-negative eigenvalue of the ring response
matrix is the ring frequency. -/
theorem ring_eigenvalue_iff {t U w : ℝ} (ht : 0 < t) (hU : -t ≤ U) (hw : 0 ≤ w) :
    (ringMatrix t U - w • (1 : Matrix (Fin 2) (Fin 2) ℝ)).det = 0 ↔ w = ringFreq t U := by
  have hg : 0 ≤ 4 * t ^ 2 + 4 * t * U := by
    nlinarith [mul_nonneg ht.le (by linarith : 0 ≤ t + U)]
  rw [ring_det]
  constructor
  · intro h
    have h2 : 4 * t ^ 2 + 4 * t * U = w ^ 2 := by linarith
    rw [ringFreq, h2, Real.sqrt_sq hw]
  · intro h
    rw [h, ringFreq, Real.sq_sqrt hg, sub_self]
```

Below \(-t\) the determinant is strictly positive for every real \(w\). Lean's real square root returns zero there, which is not an eigenvalue, so `ringFreq` has its physical meaning only for \(U\ge-t\).

```lean
/-- For `t > 0` and attraction `U < -t`, the ring response matrix has no real eigenvalue. -/
theorem ring_instability {t U : ℝ} (ht : 0 < t) (hU : U < -t) (w : ℝ) :
    (ringMatrix t U - w • (1 : Matrix (Fin 2) (Fin 2) ℝ)).det ≠ 0 := by
  rw [ring_det]
  have h := mul_pos ht (by linarith : 0 < -t - U)
  have h2 : 0 < w ^ 2 - (4 * t ^ 2 + 4 * t * U) := by nlinarith [sq_nonneg w]
  exact h2.ne'
```

## All derivatives from one differential equation

The induction for \(\Omega^{(n)}\) uses only the law \(f'=f/(2(t+x))\) on an open set where \(t+x\ne0\). It is stated for `RCLike 𝕜`, which includes both the real and the complex numbers, and so serves the frequency and its continuation alike. In the induction step, `he` replaces the \(n\)-th derivative by its formula near \(x\), `hd` applies the quotient rule, and `field_simp` with `ring` collects the factor \(\tfrac12-n\).

```lean
/-- A function obeying `f' = f / (2(t + x))` on an open set where `t + x ≠ 0` has `n`-th
derivative `(1/2)(1/2 - 1)⋯(1/2 - n + 1) f / (t + x)ⁿ` there. -/
theorem iteratedDeriv_sqrt_law {𝕜 : Type*} [RCLike 𝕜] {f : 𝕜 → 𝕜} {t : 𝕜} {s : Set 𝕜}
    (hs : IsOpen s) (h0 : ∀ x ∈ s, t + x ≠ 0)
    (hf : ∀ x ∈ s, HasDerivAt f (1 / 2 * f x / (t + x)) x) (n : ℕ) :
    ∀ x ∈ s, iteratedDeriv n f x
      = (∏ k ∈ range n, (1 / 2 - (k : 𝕜))) * f x / (t + x) ^ n := by
  induction n with
  | zero => intro x _; simp
  | succ n ih =>
    intro x hx
    have hne := h0 x hx
    have he : iteratedDeriv n f =ᶠ[𝓝 x]
        fun y => (∏ k ∈ range n, (1 / 2 - (k : 𝕜))) * f y / (t + y) ^ n := by
      filter_upwards [hs.mem_nhds hx] with y hy using ih y hy
    have hpow : ∀ m : ℕ, (m : 𝕜) * (t + x) ^ (m - 1) * 1 = m * (t + x) ^ m / (t + x) := by
      intro m
      rw [eq_div_iff hne]
      cases m with
      | zero => simp
      | succ m => simp only [Nat.add_sub_cancel]; ring
    have hp : HasDerivAt (fun y => (t + y) ^ n) (n * (t + x) ^ n / (t + x)) x :=
      (((hasDerivAt_id' x).const_add t).fun_pow n).congr_deriv (hpow n)
    have hd := ((hf x hx).const_mul (∏ k ∈ range n, (1 / 2 - (k : 𝕜)))).fun_div hp
      (pow_ne_zero n hne)
    rw [iteratedDeriv_succ, he.deriv_eq, hd.deriv, prod_range_succ]
    generalize ∏ k ∈ range n, (1 / 2 - (k : 𝕜)) = p
    field_simp
    ring
```

For the real frequency the open set is \(x>-t\). The proof obtains \(\Omega'=4t/(2\Omega)\) from the square root and converts it to the required law with \(\Omega^2=4t^2+4tx\).

```lean
/-- For `t > 0`, the `n`-th derivative of the ring frequency at `U = 0` is
`(1/2)(1/2 - 1)⋯(1/2 - n + 1) Ω(0) / tⁿ`. -/
theorem ringFreq_iteratedDeriv {t : ℝ} (ht : 0 < t) (n : ℕ) :
    iteratedDeriv n (ringFreq t) 0
      = (∏ k ∈ range n, (1 / 2 - (k : ℝ))) * ringFreq t 0 / (t + 0) ^ n := by
  have hpos : ∀ x ∈ Set.Ioi (-t), 0 < t + x := fun x hx => by
    have := Set.mem_Ioi.mp hx
    linarith
  refine iteratedDeriv_sqrt_law isOpen_Ioi (fun x hx => (hpos x hx).ne') ?_ n 0 (by simpa using ht)
  intro x hx
  have hx' := hpos x hx
  have hg : 0 < 4 * t ^ 2 + 4 * t * x := by nlinarith [mul_pos ht hx']
  have h1 : HasDerivAt (fun y : ℝ => 4 * t ^ 2 + 4 * t * y) (4 * t * 1) x :=
    ((hasDerivAt_id' x).const_mul (4 * t)).const_add (4 * t ^ 2)
  have h2 : HasDerivAt (ringFreq t) (4 * t * 1 / (2 * ringFreq t x)) x := h1.sqrt hg.ne'
  have hr : 0 < ringFreq t x := Real.sqrt_pos.mpr hg
  have hsq : ringFreq t x * ringFreq t x = 4 * t ^ 2 + 4 * t * x := Real.mul_self_sqrt hg.le
  refine h2.congr_deriv ?_
  rw [div_eq_div_iff (by positivity) hx'.ne']
  linear_combination -hsq
```

## Convergence for |U| < t

`HasSum` states that the series is summable and has the given sum; for real terms this includes absolute convergence. In the proof, `hre` is the positivity of the real part in the disc, `hd` the differential equation for the continuation, `hF` its agreement with \(\Omega\) on the real axis, and `hco` the equality of the derivatives at zero. Mathlib's theorem `Complex.hasSum_taylorSeries_on_ball` supplies the complex sum, which is then read back as a real one.

```lean
/-- For `t > 0` and `|U| < t`, the Taylor series of the ring frequency sums to the
ring frequency. -/
theorem ring_series_converges {t U : ℝ} (ht : 0 < t) (hU : |U| < t) :
    HasSum (ringTerm t U) (ringFreq t U) := by
  have hre : ∀ z ∈ Metric.ball (0 : ℂ) t, 0 < ((t : ℂ) + z).re := by
    intro z hz
    rw [mem_ball_zero_iff] at hz
    have h := neg_le_of_abs_le (Complex.abs_re_le_norm z)
    rw [Complex.add_re, Complex.ofReal_re]
    linarith
  have hne : ∀ z ∈ Metric.ball (0 : ℂ) t, (t : ℂ) + z ≠ 0 := by
    intro z hz h
    have := hre z hz
    simp [h] at this
  have hc : ((4 * t : ℝ) : ℂ) ≠ 0 := Complex.ofReal_ne_zero.mpr (by positivity)
  -- the continued frequency is analytic in the disc and obeys the square-root law
  have hd : ∀ z ∈ Metric.ball (0 : ℂ) t,
      HasDerivAt (ringFreqC t) (1 / 2 * ringFreqC t z / ((t : ℂ) + z)) z := by
    intro z hz
    have hm : ((4 * t : ℝ) : ℂ) * ((t : ℂ) + z) ∈ Complex.slitPlane := by
      refine Or.inl ?_
      rw [Complex.re_ofReal_mul]
      exact mul_pos (by positivity) (hre z hz)
    have h1 : HasDerivAt (fun y : ℂ => ((4 * t : ℝ) : ℂ) * ((t : ℂ) + y))
        (((4 * t : ℝ) : ℂ) * 1) z :=
      ((hasDerivAt_id' z).const_add (t : ℂ)).const_mul _
    refine ((h1.clog hm).mul_const (1 / 2)).cexp.congr_deriv ?_
    rw [mul_div_mul_left _ _ hc, ringFreqC]
    ring
  have hF : ∀ u : ℝ, -t < u → ringFreqC t (u : ℂ) = (ringFreq t u : ℂ) := by
    intro u hu
    have hg : 0 < 4 * t * (t + u) := mul_pos (by positivity) (by linarith)
    have h1 : ringFreq t u = Real.exp (Real.log (4 * t * (t + u)) * (1 / 2)) := by
      rw [← Real.rpow_def_of_pos hg, ← Real.sqrt_eq_rpow, ringFreq]
      congr 1
      ring
    rw [h1, Complex.ofReal_exp, Complex.ofReal_mul, Complex.ofReal_log hg.le, ringFreqC]
    push_cast
    rfl
  -- real and complex Taylor coefficients agree
  have hco : ∀ n, iteratedDeriv n (ringFreqC t) 0
      = ((iteratedDeriv n (ringFreq t) 0 : ℝ) : ℂ) := by
    intro n
    have h0 : ringFreqC t 0 = (ringFreq t 0 : ℂ) := by
      simpa using hF 0 (by linarith)
    rw [iteratedDeriv_sqrt_law Metric.isOpen_ball hne hd n 0 (Metric.mem_ball_self ht),
      ringFreq_iteratedDeriv ht, h0]
    push_cast
    rfl
  have hz : (U : ℂ) ∈ Metric.ball (0 : ℂ) t := by
    rw [mem_ball_zero_iff, Complex.norm_real, Real.norm_eq_abs]
    exact hU
  have h := Complex.hasSum_taylorSeries_on_ball
    (fun z hz => (hd z hz).differentiableAt.differentiableWithinAt) hz
  rw [hF U (neg_lt_of_abs_lt hU)] at h
  have hfun : (fun n : ℕ => ((ringTerm t U n : ℝ) : ℂ)) = fun n : ℕ =>
      (n.factorial : ℂ)⁻¹ • ((U : ℂ) - 0) ^ n • iteratedDeriv n (ringFreqC t) 0 := by
    funext n
    rw [hco, ringTerm, smul_eq_mul, smul_eq_mul, sub_zero]
    push_cast
    ring
  have h' : HasSum (fun n : ℕ => ((ringTerm t U n : ℝ) : ℂ)) (ringFreq t U : ℂ) := by
    rw [hfun]
    exact h
  exact Complex.hasSum_ofReal.mp h'
```

## Divergence for |U| > t

The term ratio follows from the derivative formula and \((n+1)!=(n+1)\,n!\).

```lean
/-- For `t > 0`, successive Taylor terms of the ring frequency have the ratio
`(1/2 - n)/(n + 1) · U/t`. -/
theorem ringTerm_succ {t : ℝ} (ht : 0 < t) (U : ℝ) (n : ℕ) :
    ringTerm t U (n + 1) = ringTerm t U n * ((1 / 2 - (n : ℝ)) / (n + 1) * (U / t)) := by
  have hf : (n.factorial : ℝ) ≠ 0 := Nat.cast_ne_zero.mpr n.factorial_ne_zero
  have hn : (n : ℝ) + 1 ≠ 0 := by positivity
  have ht' := ht.ne'
  rw [ringTerm, ringTerm, ringFreq_iteratedDeriv ht, ringFreq_iteratedDeriv ht,
    prod_range_succ, Nat.factorial_succ, add_zero, Nat.cast_mul, Nat.cast_succ]
  generalize ∏ k ∈ range n, (1 / 2 - (k : ℝ)) = p
  field_simp
  ring
```

Divergence is stated for the ordered partial sums: no real `L` is the limit of \(\sum_{n<N}a_n\). Here `hnz` shows that no term vanishes; its core is that \(2n=1\) has no solution in natural numbers. The integer `N` is chosen above the threshold derived earlier, `hstep` gives \(|a_n|\le|a_{n+1}|\) from there on, and `hlow` chains these into \(|a_N|\le|a_n|\). Subtracting consecutive partial sums gives \(a_n\to0\), which contradicts \(|a_N|>0\).

```lean
/-- For `t > 0` and `|U| > t`, the partial sums of the Taylor series of the ring
frequency have no limit. -/
theorem ring_series_diverges {t U : ℝ} (ht : 0 < t) (hU : t < |U|) :
    ¬ ∃ L, Tendsto (fun N => ∑ n ∈ range N, ringTerm t U n) atTop (𝓝 L) := by
  rintro ⟨L, hL⟩
  have hU0 : U ≠ 0 := abs_pos.mp (ht.trans hU)
  have hnz : ∀ n, ringTerm t U n ≠ 0 := by
    intro n
    induction n with
    | zero =>
      have h : 0 < ringFreq t 0 := Real.sqrt_pos.mpr (by positivity)
      simpa [ringTerm] using h.ne'
    | succ n ih =>
      have h1 : (1 / 2 - (n : ℝ)) ≠ 0 := by
        intro h
        have h2 : ((2 * n : ℕ) : ℝ) = ((1 : ℕ) : ℝ) := by push_cast; linarith
        have h3 := Nat.cast_injective h2
        omega
      rw [ringTerm_succ ht]
      exact mul_ne_zero ih (mul_ne_zero (div_ne_zero h1 (by positivity))
        (div_ne_zero hU0 ht.ne'))
  -- beyond order N the terms no longer decrease in size
  obtain ⟨N, hN⟩ := exists_nat_ge ((t + |U| / 2) / (|U| - t))
  rw [div_le_iff₀ (by linarith)] at hN
  have hstep : ∀ n : ℕ, N ≤ n → |ringTerm t U n| ≤ |ringTerm t U (n + 1)| := by
    intro n hn
    have hn' : (N : ℝ) ≤ n := Nat.cast_le.mpr hn
    have h1 := mul_le_mul_of_nonneg_right hn' (by linarith : 0 ≤ |U| - t)
    have h2 : (n : ℝ) - 1 / 2 ≤ |1 / 2 - (n : ℝ)| := by
      have := neg_abs_le (1 / 2 - (n : ℝ))
      linarith
    have h3 := mul_le_mul_of_nonneg_right h2 (abs_nonneg U)
    have hp : (0 : ℝ) < (n : ℝ) + 1 := by positivity
    rw [ringTerm_succ ht, abs_mul]
    refine le_mul_of_one_le_right (abs_nonneg _) ?_
    rw [abs_mul, abs_div, abs_div, abs_of_pos ht, abs_of_pos hp, div_mul_div_comm,
      le_div_iff₀ (by positivity), one_mul]
    nlinarith
  have hlow : ∀ n, N ≤ n → |ringTerm t U N| ≤ |ringTerm t U n| := by
    intro n hn
    induction n, hn using Nat.le_induction with
    | base => exact le_rfl
    | succ n hn ih => exact ih.trans (hstep n hn)
  -- convergence would force the terms to zero
  have h0 : Tendsto (ringTerm t U) atTop (𝓝 0) := by
    have h := (hL.comp (tendsto_add_atTop_nat 1)).sub hL
    rw [sub_self] at h
    refine h.congr (fun n => ?_)
    simp [sum_range_succ]
  have h1 : Tendsto (fun n => |ringTerm t U n|) atTop (𝓝 0) := by simpa using h0.abs
  have h2 := ge_of_tendsto h1 (eventually_atTop.mpr ⟨N, hlow⟩)
  exact absurd h2 (not_le_of_gt (abs_pos.mpr (hnz N)))
```

## Divergent series, finite frequency

The last theorem joins the parts for fixed \(t>0\). Its first clause covers both signs of \(U\) with \(|U|<t\). Its second concerns repulsion \(U>t\) and combines the missing limit, the positivity of \(\Omega(U)\) and the vanishing determinant. The borderline \(|U|=t\) is left undecided.

```lean
/-- For `t > 0`, the Taylor series of the ring frequency sums to it for `|U| < t`. For
`U > t` the series diverges, while the ring frequency is a positive eigenvalue of the ring
response matrix. -/
theorem ring_resummation {t : ℝ} (ht : 0 < t) :
    (∀ U, |U| < t → HasSum (ringTerm t U) (ringFreq t U)) ∧
    (∀ U, t < U →
      (¬ ∃ L, Tendsto (fun N => ∑ n ∈ range N, ringTerm t U n) atTop (𝓝 L)) ∧
      0 < ringFreq t U ∧
      (ringMatrix t U - ringFreq t U • (1 : Matrix (Fin 2) (Fin 2) ℝ)).det = 0) := by
  refine ⟨fun U hU => ring_series_converges ht hU, fun U hU => ?_⟩
  have hU0 : 0 < U := ht.trans hU
  have hpos : 0 < ringFreq t U := Real.sqrt_pos.mpr (by positivity)
  exact ⟨ring_series_diverges ht (hU.trans_le (le_abs_self U)), hpos,
    (ring_eigenvalue_iff ht (by linarith) hpos.le).mpr rfl⟩

end

end HubbardDimerRingSeries
```

```lean
#print axioms HubbardDimerRingSeries.ring_instability
-- 'HubbardDimerRingSeries.ring_instability' depends on axioms: [propext, Classical.choice, Quot.sound]
#print axioms HubbardDimerRingSeries.ring_series_diverges
-- 'HubbardDimerRingSeries.ring_series_diverges' depends on axioms: [propext, Classical.choice, Quot.sound]
#print axioms HubbardDimerRingSeries.ring_resummation
-- 'HubbardDimerRingSeries.ring_resummation' depends on axioms: [propext, Classical.choice, Quot.sound]
```
